# Near the nucleus at $z=R/2$, the distance to it is quadratic in the spheroidal coordinates $\mu,\nu$ to leading order

Put two nuclei on the $z$ axis at $\mp R/2$, with $R>0$, and take a point on the axis beyond the second one, at $z=\tfrac R2\cosh\mu$. Its distance to that nucleus is

$$\tfrac R2(\cosh\mu-1)=R\sinh^2(\mu/2),$$

which is close to $R\mu^2/4$ for small $\mu$. Between the nuclei, at $z=\tfrac R2\cos\nu$, the distance is $R\sin^2(\nu/2)$, close to $R\nu^2/4$. Off the axis, the two contributions add.

## The distances and a two-sided estimate

A point with spheroidal coordinates $\xi\ge1$, $|\eta|\le1$ and azimuth $\varphi$ has height $z=R\xi\eta/2$ and distance $\rho\ge0$ from the axis, where

$$\rho^2=\tfrac{R^2}{4}(\xi^2-1)(1-\eta^2).$$

Let $r_A$ and $r_B$ be its distances to the nuclei at $-R/2$ and $R/2$. Then

$$r_A=\tfrac R2(\xi+\eta),\qquad r_B=\tfrac R2(\xi-\eta).$$

With $\xi=\cosh\mu$ and $\eta=\cos\nu$,

$$r_B=R\left(\sinh^2\tfrac\mu2+\sin^2\tfrac\nu2\right).$$

Write $q=R(\mu^2+\nu^2)/4$. For $|\nu|<\pi$,

$$\cos^2(\nu/2)\,q\le r_B\le\cosh^2(\mu/2)\,q,$$

and therefore $r_B/q\to1$ as $(\mu,\nu)\to(0,0)$ through nonzero points.

## Grid spacing, cusps and cancellation in a diatomic code

For an electron in the field of two fixed point nuclei, a uniform grid in $(\mu,\nu)$ is automatically refined at the nuclei. With step $h$ in $\mu$ and grid lines at $\mu=0$ and $\nu=0$, the axial points beyond the second nucleus lie at distances of about $Rk^2h^2/4$, for $k=1,2,\dots$, as long as $kh$ is small.

The distance $r_B$ is also a smooth function of $(\mu,\nu)$ at the nucleus, although it has a conical point there in Cartesian coordinates. A factor $e^{-Zr_B}$ with constant $Z>0$, which has a cusp in space, is therefore smooth in $(\mu,\nu)$.

The half-angle formula matters in floating point as well. At $\mu=\nu=10^{-9}$, double precision rounds both $\cosh\mu$ and $\cos\nu$ to 1, and their difference is lost. The sum of squares has no such cancellation.

For a numerical check, take $R=2$, $\mu=0.4$, $\nu=0.2$. Then $q=0.1$ and

$$r_B=\cosh0.4-\cos0.2\approx1.0810724-0.9800666=0.1010058.$$

The ratio is about $1.0101$, between $\cos^2 0.1\approx0.9900$ and $\cosh^2 0.2\approx1.0405$.

## From a perfect square to the limit

For the first nucleus,

$$\begin{aligned}
r_A^2&=\rho^2+(z+R/2)^2\\
&=\tfrac{R^2}{4}\left[(\xi^2-1)(1-\eta^2)+(\xi\eta+1)^2\right]\\
&=\tfrac{R^2}{4}\left[\xi^2+\eta^2+2\xi\eta\right]
=\tfrac{R^2}{4}(\xi+\eta)^2.
\end{aligned}$$

Since $\xi+\eta\ge0$, the root is $R(\xi+\eta)/2$. For the second nucleus the cross term changes sign, and $\xi-\eta\ge0$ fixes the root.

The half-angle form follows from $\cosh\mu=1+2\sinh^2(\mu/2)$ and $\cos\nu=1-2\sin^2(\nu/2)$: subtract and multiply by $R/2$.

For the estimate, let $x\ge0$. Then $\sinh x\ge x$. The function $x\cosh x-\sinh x$ vanishes at zero and has derivative $x\sinh x\ge0$, so $\sinh x\le x\cosh x$. For $0\le x<\pi/2$, we have $\sin x\le x\le\tan x$, and multiplying the second inequality by $\cos x>0$ gives $x\cos x\le\sin x$. Squaring, and using evenness for negative $x$, gives

$$x^2\le\sinh^2x\le x^2\cosh^2x,\qquad x^2\cos^2x\le\sin^2x\le x^2,$$

the second pair for $|x|<\pi/2$. Now set $x=\mu/2$ in the first pair and $x=\nu/2$ in the second:

$$\frac{\mu^2+\nu^2\cos^2(\nu/2)}4\le\frac{r_B}{R}\le\frac{\mu^2\cosh^2(\mu/2)+\nu^2}4.$$

Because $\cos^2(\nu/2)\le1\le\cosh^2(\mu/2)$, the left side is at least $\cos^2(\nu/2)(\mu^2+\nu^2)/4$ and the right side at most $\cosh^2(\mu/2)(\mu^2+\nu^2)/4$. Away from the origin $q>0$, so division by $q$ places the ratio between two functions that both tend to 1.

The distances also simplify the Coulomb sum. For real charges $Z_A,Z_B$ and a point away from the nuclei,

$$\begin{aligned}
(\xi^2-\eta^2)\left(\frac{Z_A}{r_A}+\frac{Z_B}{r_B}\right)
&=\frac2R\left[Z_A(\xi-\eta)+Z_B(\xi+\eta)\right]\\
&=\frac{2(Z_A+Z_B)}R\,\xi+\frac{2(Z_B-Z_A)}R\,\eta.
\end{aligned}$$

This is a function of $\xi$ plus a function of $\eta$.

## Lean source for the distances, bounds and limit

```lean
import Mathlib

open Filter
open scoped Real Topology

namespace ProlateSpheroidal

noncomputable section

/-- The distance from the molecular axis at spheroidal coordinates `ξ ≥ 1`, `|η| ≤ 1`,
for internuclear distance `R`. -/
def rho (R ξ η : ℝ) : ℝ := R / 2 * √((ξ ^ 2 - 1) * (1 - η ^ 2))

/-- The point of space with spheroidal coordinates `ξ ≥ 1`, `|η| ≤ 1` and azimuth `φ`. -/
def point (R ξ η φ : ℝ) : EuclideanSpace ℝ (Fin 3) :=
  !₂[rho R ξ η * Real.cos φ, rho R ξ η * Real.sin φ, R * ξ * η / 2]

/-- The nucleus at `z = -R/2`. -/
def nucleusA (R : ℝ) : EuclideanSpace ℝ (Fin 3) := !₂[0, 0, -R / 2]

/-- The nucleus at `z = R/2`. -/
def nucleusB (R : ℝ) : EuclideanSpace ℝ (Fin 3) := !₂[0, 0, R / 2]

/-- The squared distance from the axis is `R²(ξ² - 1)(1 - η²)/4`. -/
theorem rho_sq (R : ℝ) {ξ η : ℝ} (hξ : 1 ≤ ξ) (hη : |η| ≤ 1) :
    rho R ξ η ^ 2 = R ^ 2 * (ξ ^ 2 - 1) * (1 - η ^ 2) / 4 := by
  obtain ⟨h1, h2⟩ := abs_le.mp hη
  have hx : 0 ≤ ξ ^ 2 - 1 := by nlinarith
  have hy : 0 ≤ 1 - η ^ 2 := by nlinarith
  rw [rho, mul_pow, Real.sq_sqrt (mul_nonneg hx hy)]
  ring

/-- The distance to the nucleus at `z = -R/2` is `R(ξ + η)/2`. -/
theorem dist_nucleusA {R ξ η : ℝ} (φ : ℝ) (hR : 0 ≤ R) (hξ : 1 ≤ ξ) (hη : |η| ≤ 1) :
    dist (point R ξ η φ) (nucleusA R) = R * (ξ + η) / 2 := by
  have hpos : 0 ≤ ξ + η := by linarith [(abs_le.mp hη).1]
  rw [EuclideanSpace.dist_eq, Fin.sum_univ_three]
  simp only [Real.dist_eq, sq_abs]
  change √((rho R ξ η * Real.cos φ - 0) ^ 2 + (rho R ξ η * Real.sin φ - 0) ^ 2
    + (R * ξ * η / 2 - -R / 2) ^ 2) = _
  -- the sum of squares is a perfect square
  rw [← Real.sqrt_sq (show 0 ≤ R * (ξ + η) / 2 by positivity)]
  congr 1
  linear_combination rho R ξ η ^ 2 * Real.sin_sq_add_cos_sq φ + rho_sq R hξ hη

/-- The distance to the nucleus at `z = R/2` is `R(ξ - η)/2`. -/
theorem dist_nucleusB {R ξ η : ℝ} (φ : ℝ) (hR : 0 ≤ R) (hξ : 1 ≤ ξ) (hη : |η| ≤ 1) :
    dist (point R ξ η φ) (nucleusB R) = R * (ξ - η) / 2 := by
  have hpos : 0 ≤ ξ - η := by linarith [(abs_le.mp hη).2]
  rw [EuclideanSpace.dist_eq, Fin.sum_univ_three]
  simp only [Real.dist_eq, sq_abs]
  change √((rho R ξ η * Real.cos φ - 0) ^ 2 + (rho R ξ η * Real.sin φ - 0) ^ 2
    + (R * ξ * η / 2 - R / 2) ^ 2) = _
  rw [← Real.sqrt_sq (show 0 ≤ R * (ξ - η) / 2 by positivity)]
  congr 1
  linear_combination rho R ξ η ^ 2 * Real.sin_sq_add_cos_sq φ + rho_sq R hξ hη

/-- Away from the nuclei, the Coulomb sum of two charges multiplied by `ξ² - η²`
is a function of `ξ` plus a function of `η`. -/
theorem coulomb_separates {R ξ η : ℝ} (φ ZA ZB : ℝ) (hR : 0 < R) (hξ : 1 ≤ ξ)
    (hη : |η| ≤ 1) (hoff : |η| < ξ) :
    (ξ ^ 2 - η ^ 2) * (ZA / dist (point R ξ η φ) (nucleusA R)
      + ZB / dist (point R ξ η φ) (nucleusB R))
      = 2 * (ZA + ZB) / R * ξ + 2 * (ZB - ZA) / R * η := by
  rw [dist_nucleusA φ hR.le hξ hη, dist_nucleusB φ hR.le hξ hη]
  obtain ⟨h1, h2⟩ := abs_lt.mp hoff
  have hR' : R ≠ 0 := hR.ne'
  have ha : ξ + η ≠ 0 := by linarith
  have hb : ξ - η ≠ 0 := by linarith
  field_simp
  ring

/-- With `ξ = cosh μ` and `η = cos ν`, the distance to the nucleus at `z = R/2` is
`R(sinh²(μ/2) + sin²(ν/2))`. -/
theorem dist_nucleusB_cosh_cos {R : ℝ} (hR : 0 ≤ R) (μ ν φ : ℝ) :
    dist (point R (Real.cosh μ) (Real.cos ν) φ) (nucleusB R)
      = R * (Real.sinh (μ / 2) ^ 2 + Real.sin (ν / 2) ^ 2) := by
  rw [dist_nucleusB φ hR (Real.one_le_cosh μ) (Real.abs_cos_le_one ν)]
  have h1 := Real.cosh_two_mul (μ / 2)
  have h3 := Real.cos_two_mul (ν / 2)
  rw [show 2 * (μ / 2) = μ by ring] at h1
  rw [show 2 * (ν / 2) = ν by ring] at h3
  linear_combination R / 2 * h1 + R / 2 * Real.cosh_sq (μ / 2) - R / 2 * h3
    - R * Real.sin_sq_add_cos_sq (ν / 2)

/-- The distance to the nucleus at `z = R/2` is a function of `(μ, ν)` that is
continuously differentiable to every order on the whole plane. -/
theorem contDiff_dist_nucleusB {R : ℝ} (hR : 0 ≤ R) (φ : ℝ) (n : ℕ) :
    ContDiff ℝ n (fun p : ℝ × ℝ =>
      dist (point R (Real.cosh p.1) (Real.cos p.2) φ) (nucleusB R)) := by
  simp_rw [dist_nucleusB_cosh_cos hR]
  exact contDiff_const.mul (((contDiff_fst.div_const 2).sinh.pow 2).add
    ((contDiff_snd.div_const 2).sin.pow 2))

/-- The square of `sinh x` lies between `x²` and `x² cosh² x`. -/
theorem sinh_sq_bounds (x : ℝ) :
    x ^ 2 ≤ Real.sinh x ^ 2 ∧ Real.sinh x ^ 2 ≤ (x * Real.cosh x) ^ 2 := by
  have hd : ∀ y : ℝ, HasDerivAt (fun t => t * Real.cosh t - Real.sinh t)
      (y * Real.sinh y) y := fun y =>
    (((hasDerivAt_id' y).fun_mul (Real.hasDerivAt_cosh y)).fun_sub
      (Real.hasDerivAt_sinh y)).congr_deriv (by ring)
  -- `t cosh t - sinh t` grows from zero on the half-line
  have hm : MonotoneOn (fun t => t * Real.cosh t - Real.sinh t) (Set.Ici 0) := by
    apply monotoneOn_of_deriv_nonneg (convex_Ici 0)
    · exact fun y _ => (hd y).continuousAt.continuousWithinAt
    · exact fun y _ => (hd y).differentiableAt.differentiableWithinAt
    · intro y hy
      have hy0 : 0 ≤ y := interior_subset hy
      rw [(hd y).deriv]
      exact mul_nonneg hy0 (Real.sinh_nonneg_iff.mpr hy0)
  have key : ∀ y : ℝ, 0 ≤ y →
      y ^ 2 ≤ Real.sinh y ^ 2 ∧ Real.sinh y ^ 2 ≤ (y * Real.cosh y) ^ 2 := by
    intro y hy
    have h := hm (Set.mem_Ici.mpr le_rfl) (Set.mem_Ici.mpr hy) hy
    simp only [Real.sinh_zero, zero_mul, sub_zero] at h
    exact ⟨pow_le_pow_left₀ hy (Real.self_le_sinh_iff.mpr hy) 2,
      pow_le_pow_left₀ (Real.sinh_nonneg_iff.mpr hy) (by linarith) 2⟩
  rcases le_total 0 x with h | h
  · exact key x h
  · have h' := key (-x) (by linarith)
    rw [Real.sinh_neg, Real.cosh_neg] at h'
    constructor <;> nlinarith [h'.1, h'.2]

/-- For `|x| < π/2` the square of `sin x` lies between `x² cos² x` and `x²`. -/
theorem sin_sq_bounds {x : ℝ} (hx : |x| < π / 2) :
    (x * Real.cos x) ^ 2 ≤ Real.sin x ^ 2 ∧ Real.sin x ^ 2 ≤ x ^ 2 := by
  have key : ∀ y : ℝ, 0 ≤ y → y < π / 2 →
      (y * Real.cos y) ^ 2 ≤ Real.sin y ^ 2 ∧ Real.sin y ^ 2 ≤ y ^ 2 := by
    intro y h1 h2
    have hc : 0 < Real.cos y := Real.cos_pos_of_mem_Ioo ⟨by linarith [Real.pi_pos], h2⟩
    have t := Real.le_tan h1 h2
    rw [Real.tan_eq_sin_div_cos, le_div_iff₀ hc] at t
    have h0 := mul_nonneg h1 hc.le
    exact ⟨pow_le_pow_left₀ h0 t 2, pow_le_pow_left₀ (h0.trans t) (Real.sin_le h1) 2⟩
  rcases le_total 0 x with h | h
  · exact key x h ((le_abs_self x).trans_lt hx)
  · have h' := key (-x) (by linarith) ((neg_le_abs x).trans_lt hx)
    rw [Real.cos_neg, Real.sin_neg] at h'
    constructor <;> nlinarith [h'.1, h'.2]

/-- For `|ν| < π` the distance to the nucleus at `z = R/2` lies between `cos²(ν/2)` and
`cosh²(μ/2)` times the quadratic form `R(μ² + ν²)/4`. -/
theorem dist_nucleusB_bounds {R ν : ℝ} (hR : 0 ≤ R) (μ φ : ℝ) (hν : |ν| < π) :
    Real.cos (ν / 2) ^ 2 * (R * (μ ^ 2 + ν ^ 2) / 4)
        ≤ dist (point R (Real.cosh μ) (Real.cos ν) φ) (nucleusB R) ∧
      dist (point R (Real.cosh μ) (Real.cos ν) φ) (nucleusB R)
        ≤ Real.cosh (μ / 2) ^ 2 * (R * (μ ^ 2 + ν ^ 2) / 4) := by
  rw [dist_nucleusB_cosh_cos hR]
  have hν2 : |ν / 2| < π / 2 := by
    rw [abs_lt] at hν ⊢
    constructor <;> linarith [hν.1, hν.2]
  obtain ⟨a1, a2⟩ := sinh_sq_bounds (μ / 2)
  obtain ⟨b1, b2⟩ := sin_sq_bounds hν2
  have hc : 0 ≤ 1 - Real.cos (ν / 2) ^ 2 := by
    linarith [Real.sin_sq_add_cos_sq (ν / 2), sq_nonneg (Real.sin (ν / 2))]
  have hC : 0 ≤ Real.cosh (μ / 2) ^ 2 - 1 := by
    linarith [Real.cosh_sq (μ / 2), sq_nonneg (Real.sinh (μ / 2))]
  have lo : Real.cos (ν / 2) ^ 2 * ((μ ^ 2 + ν ^ 2) / 4)
      ≤ Real.sinh (μ / 2) ^ 2 + Real.sin (ν / 2) ^ 2 := by
    nlinarith [mul_nonneg (sq_nonneg (μ / 2)) hc]
  have hi : Real.sinh (μ / 2) ^ 2 + Real.sin (ν / 2) ^ 2
      ≤ Real.cosh (μ / 2) ^ 2 * ((μ ^ 2 + ν ^ 2) / 4) := by
    nlinarith [mul_nonneg (sq_nonneg (ν / 2)) hC]
  constructor
  · linarith [mul_le_mul_of_nonneg_left lo hR]
  · linarith [mul_le_mul_of_nonneg_left hi hR]

/-- As `(μ, ν)` tends to the origin through nonzero values, the ratio of the distance to
the nucleus at `z = R/2` to `R(μ² + ν²)/4` tends to one. -/
theorem dist_nucleusB_ratio_tendsto {R : ℝ} (hR : 0 < R) (φ : ℝ) :
    Tendsto (fun p : ℝ × ℝ =>
      dist (point R (Real.cosh p.1) (Real.cos p.2) φ) (nucleusB R)
        / (R * (p.1 ^ 2 + p.2 ^ 2) / 4)) (𝓝[≠] 0) (𝓝 1) := by
  have cl : Continuous (fun p : ℝ × ℝ => Real.cos (p.2 / 2) ^ 2) :=
    (Real.continuous_cos.comp (continuous_snd.div_const 2)).pow 2
  have cu : Continuous (fun p : ℝ × ℝ => Real.cosh (p.1 / 2) ^ 2) :=
    (Real.continuous_cosh.comp (continuous_fst.div_const 2)).pow 2
  have hν : ∀ᶠ p : ℝ × ℝ in 𝓝[≠] 0, |p.2| < π :=
    nhdsWithin_le_nhds ((isOpen_lt continuous_snd.abs continuous_const).mem_nhds
      (by simp [Real.pi_pos]))
  have hq : ∀ p : ℝ × ℝ, p ≠ 0 → 0 < R * (p.1 ^ 2 + p.2 ^ 2) / 4 := by
    intro p hp
    have hs : 0 < p.1 ^ 2 + p.2 ^ 2 := by
      by_contra h
      have h1 : p.1 ^ 2 = 0 := by linarith [sq_nonneg p.1, sq_nonneg p.2]
      have h2 : p.2 ^ 2 = 0 := by linarith [sq_nonneg p.1, sq_nonneg p.2]
      exact hp (Prod.ext (pow_eq_zero_iff two_ne_zero |>.mp h1)
        (pow_eq_zero_iff two_ne_zero |>.mp h2))
    positivity
  -- squeeze the ratio between `cos²(ν/2)` and `cosh²(μ/2)`
  refine tendsto_of_tendsto_of_tendsto_of_le_of_le'
    ((cl.tendsto' 0 1 (by simp)).mono_left nhdsWithin_le_nhds)
    ((cu.tendsto' 0 1 (by simp)).mono_left nhdsWithin_le_nhds) ?_ ?_
  · filter_upwards [hν, self_mem_nhdsWithin] with p h1 h2
    exact (le_div_iff₀ (hq p h2)).mpr (dist_nucleusB_bounds hR.le p.1 φ h1).1
  · filter_upwards [hν, self_mem_nhdsWithin] with p h1 h2
    exact (div_le_iff₀ (hq p h2)).mpr (dist_nucleusB_bounds hR.le p.1 φ h1).2

end

end ProlateSpheroidal
```

```lean
#print axioms ProlateSpheroidal.coulomb_separates
#print axioms ProlateSpheroidal.contDiff_dist_nucleusB
#print axioms ProlateSpheroidal.dist_nucleusB_bounds
#print axioms ProlateSpheroidal.dist_nucleusB_ratio_tendsto
```

```
'ProlateSpheroidal.coulomb_separates' depends on axioms: [propext, Classical.choice, Quot.sound]
'ProlateSpheroidal.contDiff_dist_nucleusB' depends on axioms: [propext, Classical.choice, Quot.sound]
'ProlateSpheroidal.dist_nucleusB_bounds' depends on axioms: [propext, Classical.choice, Quot.sound]
'ProlateSpheroidal.dist_nucleusB_ratio_tendsto' depends on axioms: [propext, Classical.choice, Quot.sound]
```

## Exact Euclidean geometry, with no discretisation or rounding

**Objects and hypotheses.** `point R ξ η φ` is a vector in `EuclideanSpace ℝ (Fin 3)`, and `dist` is the ordinary Euclidean distance. `nucleusA` and `nucleusB` are the nuclei at $-R/2$ and $R/2$. The definition `rho` takes the nonnegative root, and `rho_sq` confirms the stated $\rho^2$ under `1 ≤ ξ` and `|η| ≤ 1`.

The distance formulas allow `0 ≤ R`, but at $R=0$ `point` sends all coordinates to the origin and the formulas reduce to $0=0$, so they do not describe the space around a united atom; the limit and the Coulomb identity require `0 < R`. In `coulomb_separates`, the condition `|η| < ξ` excludes exactly the two nuclei. The sum there has positive sign, so an electron's potential energy in atomic units is its negative.

In the half-angle formula and the smoothness theorem, $\mu$ and $\nu$ range over all reals, which includes the usual ranges $\mu\ge0$, $0\le\nu\le\pi$. The two-sided estimate assumes $|\nu|<\pi$, which leaves out the first nucleus and the part of the axis beyond it. In `dist_nucleusB_ratio_tendsto`, `𝓝[≠] 0` means that the pair approaches the origin along any route that avoids it. The azimuth is arbitrary but fixed, and the bounds do not depend on it.

**How the proof follows the derivation.** In `dist_nucleusA` and `dist_nucleusB`, the right side is rewritten as the root of its own square. `linear_combination` then matches the radicands, using $\sin^2\varphi+\cos^2\varphi=1$ and `rho_sq`. `dist_nucleusB_cosh_cos` combines the double-angle identities in the same way. `coulomb_separates` inserts the distances and clears the nonzero denominators.

`contDiff_dist_nucleusB` gives continuous differentiability to every finite order on the whole $(\mu,\nu)$ plane, by building the half-angle formula from smooth functions.

`sinh_sq_bounds` obtains its upper bound from the monotonicity of $x\cosh x-\sinh x$, and `sin_sq_bounds` uses $x\le\tan x$. Both treat nonnegative arguments first and then reflect. In `dist_nucleusB_bounds`, the `nlinarith` calls supply the products $(\mu/2)^2(1-\cos^2(\nu/2))\ge0$ and $(\nu/2)^2(\cosh^2(\mu/2)-1)\ge0$, which are what the common prefactors need. The last theorem shows that $q>0$ off the origin and that $|\nu|<\pi$ holds near it, then applies the squeeze theorem.

**Limits of the model.** The theorems concern exact real numbers and point nuclei. They say nothing about the kinetic energy, the accuracy of a finite-difference scheme or the error of a computed orbital. They also do not show that every point of space has spheroidal coordinates. The smoothness, the two-sided estimate and the limit are stated for the nucleus at $z=R/2$ only.

**An asymptotic-equivalence version.** The limit could also have been modelled as $r_B-q=o(q)$ at the origin. That form has no quotient, so the origin need not be removed, and it remains true for $R=0$, where both functions vanish. For $R>0$ it carries the same information as the ratio. The explicit bounds say more than either form, since they limit the relative error at a given grid point.
